# Adding and subtracting J/N gives the translation-free static Green function of a symmetric force-constant matrix whose kernel is the uniform displacements

Let $\Phi$ be the real symmetric force-constant matrix of $N\ge 1$ atoms with one displacement coordinate $u_i$ each, so that applied forces $f$ hold the displacements $u$ when $\Phi u=f$. Let $J$ be the all-ones matrix and $T=J/N$. By the acoustic sum rule $\Phi$ annihilates uniform displacements; suppose it annihilates nothing else.

Then $\Phi$ has no inverse, and the response to forces that sum to zero can be computed from $G=(\Phi+T)^{-1}-T$ instead. But $T$ acts like a spring tying the mean position to the ground, which the real system lacks. Why doesn't it contaminate the response, and what does $G$ actually invert?

## The added spring acts only on the mean displacement

$G$ inverts $\Phi$ on displacements of zero mean. The spring does not interfere because $T$ and $\Phi$ act on separate subspaces.

**Products with $T$.** Since $(Tu)_i=\frac1N\sum_j u_j$, $T$ replaces a displacement field by its mean, and $T^2=T$. Each column of $T$ is uniform, so $\Phi T=0$. Transposing, with both matrices symmetric, gives $T\Phi=0$.

**Invertibility.** Suppose $(\Phi+T)u=0$. Multiplying by $T$ gives $Tu=0$, hence $\Phi u=0$, so $u$ is uniform. A uniform $u$ equals $Tu$, which is zero. A square matrix with trivial kernel is invertible.

**The Green function.** Put $A=\Phi+T$. From $AT=TA=T$ follows $A^{-1}T=TA^{-1}=T$, so $GT=TG=0$ and $GJ=N\,GT=0$. Then

$$1=AA^{-1}=(\Phi+T)(G+T)=\Phi G+\Phi T+TG+T^2=\Phi G+T,$$

so $\Phi G=1-T$. Expanding $A^{-1}A=1$ gives $G\Phi=1-T$ in the same way.

**Response to balanced forces.** Let $\sum_i f_i=0$, so $Tf=0$. If $u=Gf$, then $\Phi u=f-Tf=f$ and $Tu=TGf=0$. Conversely, if $\Phi u=f$ and $Tu=0$, then $Gf=G\Phi u=u-Tu=u$.

## Solving for the displacements

In a calculation one can add $1/N$ to every entry of $\Phi$ and solve $(\Phi+T)u=f$. For balanced forces this $u$ is already $Gf$, because $Tf=0$; for forces that do not sum to zero the two differ by the uniform displacement $Tf$. The coefficient 1 of the added $T$ stands for one unit of stiffness in the units of $\Phi$, and that of the subtracted $T$ for one unit of inverse stiffness.

For two atoms joined by a spring $k\neq0$, working out the inverse gives

$$G=\frac1{4k}\begin{pmatrix}1&-1\\-1&1\end{pmatrix}.$$

Forces $(F,-F)$ therefore produce displacements $(F/2k,-F/2k)$, a relative displacement of $F/k$. This explicit matrix is a calculation of mine; the Lean code below establishes only that the dimer satisfies the hypotheses.

## What the Lean statements say

The atoms form a finite nonempty type `n`, and `uniformProj n` is $T$. `OnlyTranslationsSoft Φ` says that $\Phi u=0$ if and only if $u$ is constant. "Soft" here means costing no force, not a phonon mode whose frequency falls towards zero. `staticGreen Φ` is $G$, with the sign that makes $u=Gf$; the convention $(\omega^2M-\Phi)^{-1}$, with frequency $\omega$ and mass matrix $M$, has the opposite sign.

`staticGreen_spec` states invertibility (`IsUnit`), both product identities and $GJ=0$. `static_response` states the equivalence for balanced forces.

Stability is not assumed: $\Phi$ may have negative eigenvalues, so the equilibrium may be unstable. One step towards a real crystal or molecule is from one coordinate per atom to three, where there are three independent translations and, for a free molecule, rotations as well. Within this finite, one-coordinate harmonic model, if the nonzero eigenvalues of $\Phi$ are positive and the forces $f$ sum to zero, $Gf$ is the static relaxation with the mean position held fixed; the forces could come from an electronic-structure calculation. If $\Phi$ has a negative eigenvalue, $Gf$ is still a point of force balance but not a minimum of the energy.

```lean
import Mathlib

open Matrix

namespace TranslationFreeGreen

noncomputable section

/-- The matrix `J/N`, with every entry equal to one over the number of atoms;
its domain is a nonempty set of atoms. -/
def uniformProj (n : Type*) [Fintype n] : Matrix n n ℝ :=
  Matrix.of fun _ _ => 1 / (Fintype.card n : ℝ)

/-- The displacements that cost no force are exactly the uniform ones
(one displacement coordinate per atom). -/
def OnlyTranslationsSoft {n : Type*} [Fintype n] (Φ : Matrix n n ℝ) : Prop :=
  ∀ u : n → ℝ, Φ *ᵥ u = 0 ↔ ∃ c : ℝ, u = fun _ => c

/-- The static Green function `(Φ + J/N)⁻¹ - J/N`; its domain is the force-constant
matrices on a nonempty set of atoms for which `Φ + J/N` is invertible. -/
def staticGreen {n : Type*} [Fintype n] [DecidableEq n] (Φ : Matrix n n ℝ) :
    Matrix n n ℝ :=
  (Φ + uniformProj n)⁻¹ - uniformProj n

/-- Applied to a displacement field, `J/N` returns its mean on every atom. -/
theorem uniformProj_mulVec {n : Type*} [Fintype n] (u : n → ℝ) :
    uniformProj n *ᵥ u = fun _ => (∑ i, u i) / (Fintype.card n : ℝ) := by
  ext i
  simp only [uniformProj, Matrix.mulVec, dotProduct, Matrix.of_apply]
  rw [← Finset.mul_sum]
  ring

variable {n : Type*} [Fintype n] [Nonempty n] {Φ : Matrix n n ℝ}

/-- For a nonempty set of atoms, `J/N` is idempotent. For a symmetric `Φ` whose soft
displacements are exactly the uniform ones, its products with `Φ` vanish in both orders. -/
theorem uniformProj_relations (hs : Φ.IsSymm) (hΦ : OnlyTranslationsSoft Φ) :
    uniformProj n * uniformProj n = uniformProj n ∧
      Φ * uniformProj n = 0 ∧ uniformProj n * Φ = 0 := by
  have hN : (Fintype.card n : ℝ) ≠ 0 := Nat.cast_ne_zero.2 Fintype.card_ne_zero
  have hR : Φ * uniformProj n = 0 := by
    ext i j
    have h := congrFun ((hΦ (fun _ => 1 / (Fintype.card n : ℝ))).2 ⟨_, rfl⟩) i
    simpa only [Matrix.mul_apply, Matrix.mulVec, dotProduct, uniformProj,
      Matrix.of_apply, Matrix.zero_apply, Pi.zero_apply] using h
  refine ⟨?_, hR, ?_⟩
  · ext i j
    simp only [uniformProj, Matrix.mul_apply, Matrix.of_apply, Finset.sum_const,
      Finset.card_univ, nsmul_eq_mul]
    field_simp
  · -- transpose the relation `Φ J/N = 0`
    have hT : (uniformProj n)ᵀ = uniformProj n := by
      ext i j
      simp [uniformProj]
    have h := congrArg Matrix.transpose hR
    rwa [Matrix.transpose_mul, hs.eq, hT, Matrix.transpose_zero] at h

variable [DecidableEq n]

/-- If `Φ` is symmetric and its soft displacements are exactly the uniform ones, then
`Φ + J/N` is invertible. -/
theorem isUnit_add_uniformProj (hs : Φ.IsSymm) (hΦ : OnlyTranslationsSoft Φ) :
    IsUnit (Φ + uniformProj n) := by
  have hN : (Fintype.card n : ℝ) ≠ 0 := Nat.cast_ne_zero.2 Fintype.card_ne_zero
  obtain ⟨hTT, -, hTΦ⟩ := uniformProj_relations hs hΦ
  rw [Matrix.isUnit_iff_isUnit_det, isUnit_iff_ne_zero]
  intro hdet
  obtain ⟨u, hu, h⟩ := Matrix.exists_mulVec_eq_zero_iff.2 hdet
  -- a null vector has zero mean
  have hT : uniformProj n *ᵥ u = 0 := by
    calc uniformProj n *ᵥ u = (uniformProj n * (Φ + uniformProj n)) *ᵥ u := by
          rw [mul_add, hTΦ, hTT, zero_add]
      _ = 0 := by rw [← Matrix.mulVec_mulVec, h, Matrix.mulVec_zero]
  -- so it is soft, hence uniform, hence zero
  rw [Matrix.add_mulVec, hT, add_zero] at h
  obtain ⟨c, rfl⟩ := (hΦ u).1 h
  have hc : uniformProj n *ᵥ (fun _ => c) = fun _ => c := by
    rw [uniformProj_mulVec]
    ext i
    simp only [Finset.sum_const, Finset.card_univ, nsmul_eq_mul]
    field_simp
  exact hu (hc.symm.trans hT)

/-- For symmetric `Φ` whose soft displacements are exactly the uniform ones, the products
of the static Green function with `J/N` vanish in both orders. -/
theorem staticGreen_uniformProj (hs : Φ.IsSymm) (hΦ : OnlyTranslationsSoft Φ) :
    staticGreen Φ * uniformProj n = 0 ∧ uniformProj n * staticGreen Φ = 0 := by
  obtain ⟨hTT, hΦT, hTΦ⟩ := uniformProj_relations hs hΦ
  have hA := (Matrix.isUnit_iff_isUnit_det _).1 (isUnit_add_uniformProj hs hΦ)
  -- the inverse of `Φ + J/N` leaves `J/N` unchanged
  have h1 : (Φ + uniformProj n)⁻¹ * uniformProj n = uniformProj n := by
    have h := congrArg (· * uniformProj n) (Matrix.nonsing_inv_mul _ hA)
    simpa only [mul_assoc, add_mul, hΦT, hTT, zero_add, one_mul] using h
  have h2 : uniformProj n * (Φ + uniformProj n)⁻¹ = uniformProj n := by
    have h := congrArg (uniformProj n * ·) (Matrix.mul_nonsing_inv _ hA)
    simpa only [← mul_assoc, mul_add, hTΦ, hTT, zero_add, mul_one] using h
  constructor
  · rw [staticGreen, sub_mul, h1, hTT, sub_self]
  · rw [staticGreen, mul_sub, h2, hTT, sub_self]

/-- Let `Φ` be symmetric with exactly the uniform displacements soft. Then `Φ + J/N` is
invertible, and `G = (Φ + J/N)⁻¹ - J/N` satisfies `Φ G = G Φ = 1 - J/N` and `G J = 0`. -/
theorem staticGreen_spec (hs : Φ.IsSymm) (hΦ : OnlyTranslationsSoft Φ) :
    IsUnit (Φ + uniformProj n) ∧
      Φ * staticGreen Φ = 1 - uniformProj n ∧
      staticGreen Φ * Φ = 1 - uniformProj n ∧
      staticGreen Φ * (Matrix.of fun _ _ => 1) = 0 := by
  have hN : (Fintype.card n : ℝ) ≠ 0 := Nat.cast_ne_zero.2 Fintype.card_ne_zero
  obtain ⟨hTT, hΦT, hTΦ⟩ := uniformProj_relations hs hΦ
  obtain ⟨hGT, hTG⟩ := staticGreen_uniformProj hs hΦ
  have hU := isUnit_add_uniformProj hs hΦ
  have hA := (Matrix.isUnit_iff_isUnit_det _).1 hU
  have hinv : (Φ + uniformProj n)⁻¹ = staticGreen Φ + uniformProj n := by
    rw [staticGreen, sub_add_cancel]
  refine ⟨hU, ?_, ?_, ?_⟩
  · -- expand `(Φ + J/N) (G + J/N) = 1`
    have h := Matrix.mul_nonsing_inv _ hA
    rw [hinv, add_mul, mul_add, mul_add, hΦT, hTG, hTT, add_zero, zero_add] at h
    exact eq_sub_of_add_eq h
  · have h := Matrix.nonsing_inv_mul _ hA
    rw [hinv, add_mul, mul_add, mul_add, hGT, hTΦ, hTT, add_zero, zero_add] at h
    exact eq_sub_of_add_eq h
  · have hJ : (Matrix.of fun _ _ => 1 : Matrix n n ℝ)
        = (Fintype.card n : ℝ) • uniformProj n := by
      ext i j
      simp only [uniformProj, Matrix.smul_apply, Matrix.of_apply, smul_eq_mul]
      field_simp
    rw [hJ, Matrix.mul_smul, hGT, smul_zero]


/-- Let `Φ` be symmetric with exactly the uniform displacements soft, and let the forces `f`
sum to zero. Then `u` solves `Φ u = f` with zero mean displacement if and only if `u = G f`. -/
theorem static_response (hs : Φ.IsSymm) (hΦ : OnlyTranslationsSoft Φ)
    {f : n → ℝ} (hf : ∑ i, f i = 0) (u : n → ℝ) :
    (Φ *ᵥ u = f ∧ ∑ i, u i = 0) ↔ u = staticGreen Φ *ᵥ f := by
  have hN : (Fintype.card n : ℝ) ≠ 0 := Nat.cast_ne_zero.2 Fintype.card_ne_zero
  obtain ⟨-, hΦG, hGΦ, -⟩ := staticGreen_spec hs hΦ
  have hmean : ∀ v : n → ℝ, ∑ i, v i = 0 → uniformProj n *ᵥ v = 0 := by
    intro v hv
    rw [uniformProj_mulVec, hv, zero_div]
    rfl
  constructor
  · rintro ⟨rfl, hu⟩
    rw [Matrix.mulVec_mulVec, hGΦ, Matrix.sub_mulVec, Matrix.one_mulVec, hmean u hu, sub_zero]
  · rintro rfl
    constructor
    · rw [Matrix.mulVec_mulVec, hΦG, Matrix.sub_mulVec, Matrix.one_mulVec, hmean f hf, sub_zero]
    · -- the response has zero mean because `(J/N) G = 0`
      have h : uniformProj n *ᵥ (staticGreen Φ *ᵥ f) = 0 := by
        rw [Matrix.mulVec_mulVec, (staticGreen_uniformProj hs hΦ).2, Matrix.zero_mulVec]
      rw [uniformProj_mulVec] at h
      have h0 := congrFun h (Classical.arbitrary n)
      exact (div_eq_zero_iff.1 h0).resolve_right hN

/-- The force-constant matrix of two atoms joined by a spring of constant `k`. -/
def dimer (k : ℝ) : Matrix (Fin 2) (Fin 2) ℝ := !![k, -k; -k, k]

/-- For a nonzero spring constant, the dimer matrix is symmetric and its soft displacements
are exactly the uniform ones. -/
theorem dimer_witness {k : ℝ} (hk : k ≠ 0) :
    (dimer k).IsSymm ∧ OnlyTranslationsSoft (dimer k) := by
  constructor
  · ext i j
    fin_cases i <;> fin_cases j <;> simp [dimer]
  · intro u
    constructor
    · intro h
      have h0 : k * u 0 + -k * u 1 = 0 := by
        simpa [dimer, Matrix.mulVec, dotProduct, Fin.sum_univ_two] using congrFun h 0
      have h1 : u 0 = u 1 := mul_left_cancel₀ hk (by linarith)
      refine ⟨u 0, ?_⟩
      ext i
      fin_cases i
      · rfl
      · exact h1.symm
    · rintro ⟨c, rfl⟩
      ext i
      fin_cases i <;> simp [dimer, Matrix.mulVec, dotProduct, Fin.sum_univ_two]


end

end TranslationFreeGreen
```

```lean
#print axioms TranslationFreeGreen.staticGreen_uniformProj
-- 'TranslationFreeGreen.staticGreen_uniformProj' depends on axioms: [propext, Classical.choice, Quot.sound]
#print axioms TranslationFreeGreen.static_response
-- 'TranslationFreeGreen.static_response' depends on axioms: [propext, Classical.choice, Quot.sound]
```

## From the matrix identities to the Lean proof

`uniformProj_relations` proves $T^2=T$, $\Phi T=0$ and $T\Phi=0$. It applies the kernel hypothesis to a constant column of $T$, then transposes.

`isUnit_add_uniformProj` argues by contradiction: a zero determinant would supply a nonzero null vector `u`, which the averaging argument forces to vanish. `uniformProj_mulVec` supplies the mean.

`staticGreen_uniformProj` multiplies $A^{-1}A=1$ and $AA^{-1}=1$ by $T$ to obtain $GT=TG=0$. `staticGreen_spec` rewrites $A^{-1}$ as $G+T$ and expands the two products; for $GJ=0$ it writes $J$ as $N\,T$.

`static_response` applies these identities to vectors, one direction at a time. `dimer_witness` reads $k(u_0-u_1)=0$ from the first row and cancels $k$.
